# Reversing the adsorbate level and alternating the chain amplitudes' signs reverses a bound state's energy

One particle moves on an adsorbate level `ea` coupled by `V` to the end of a semi-infinite chain with hopping `t` and zero onsite energy, all three real. `IsBoundState.staggered` states that if `ψ` is a bound state of energy `E`, then multiplying its amplitude on each chain site `n` by `(-1)^(n+1)`, with the adsorbate amplitude unchanged, gives a bound state of energy `-E` for level `-ea` and the same `V` and `t`. A bound state here is a nonzero, square-summable eigenstate, not necessarily normalised. The attempt shows that `ψ` would vanish if `stagger ψ` did, leaves summability to `simpa`, and derives the new eigenvalue equations from the old ones with `linear_combination`.

In Lean, a first try:

```lean
import Mathlib

open Filter Topology

namespace Staggered

noncomputable section

/-- A state: the amplitude on the adsorbate and the amplitudes on the chain sites 0, 1, 2, .... -/
abbrev State := ℂ × (ℕ → ℂ)

/-- The Hamiltonian: adsorbate level `ea`, coupling `V` to the end site, hopping `t` along
the chain, and zero onsite energy on the chain. -/
def hamiltonian (ea V t : ℝ) (ψ : State) : State :=
  (ea * ψ.1 + V * ψ.2 0, fun n => match n with
    | 0 => V * ψ.1 + t * ψ.2 1
    | n + 1 => t * ψ.2 n + t * ψ.2 (n + 2))

/-- A bound state of energy `E`: a nonzero square-summable eigenstate of the Hamiltonian. -/
structure IsBoundState (ea V t E : ℝ) (ψ : State) : Prop where
  nonzero : ψ ≠ 0
  summable : Summable fun n => ‖ψ.2 n‖ ^ 2
  eigen : hamiltonian ea V t ψ = (E : ℂ) • ψ

/-- The state obtained by multiplying the amplitude on each chain site `n` by `(-1)^(n+1)`. -/
def stagger (ψ : State) : State := (ψ.1, fun n => (-1) ^ (n + 1) * ψ.2 n)

/-- The eigenvalue equation written out on the adsorbate, the end site and the other sites. -/
theorem eigen_iff (ea V t E : ℝ) (ψ : State) :
    hamiltonian ea V t ψ = (E : ℂ) • ψ ↔
      (ea * ψ.1 + V * ψ.2 0 = E * ψ.1) ∧ (V * ψ.1 + t * ψ.2 1 = E * ψ.2 0) ∧
      ∀ n, t * ψ.2 n + t * ψ.2 (n + 2) = E * ψ.2 (n + 1) := by
  constructor
  · intro h
    exact ⟨congrArg Prod.fst h, congrFun (congrArg Prod.snd h) 0,
      fun n => congrFun (congrArg Prod.snd h) (n + 1)⟩
  · rintro ⟨h0, h1, h2⟩
    refine Prod.ext h0 (funext fun n => ?_)
    cases n with
    | zero => exact h1
    | succ n => exact h2 n

/-- Multiplying the amplitude on each chain site `n` by `(-1)^(n+1)` turns a bound state for level
`ea` and energy `E` into one for level `-ea` and energy `-E`, with the same `V` and `t`. -/
theorem IsBoundState.staggered {ea V t E : ℝ} {ψ : State} (h : IsBoundState ea V t E ψ) :
    IsBoundState (-ea) V t (-E) (stagger ψ) := by
  obtain ⟨h0, h1, h2⟩ := (eigen_iff ea V t E ψ).1 h.eigen
  refine ⟨fun hz => h.nonzero (Prod.ext (congrArg Prod.fst hz) (funext fun n => ?_)),
    by simpa [stagger] using h.summable, (eigen_iff _ _ _ _ _).2 ⟨?_, ?_, fun n => ?_⟩⟩
  · have hn : (-1 : ℂ) ^ (n + 1) * ψ.2 n = 0 := congrFun (congrArg Prod.snd hz) n
    exact (mul_eq_zero.1 hn).resolve_left (pow_ne_zero _ (by norm_num))
  · simp only [stagger, Complex.ofReal_neg]
    linear_combination -h0
  · simp only [stagger, Complex.ofReal_neg]
    linear_combination h1
  · simp only [stagger, Complex.ofReal_neg]
    linear_combination (-1 : ℂ) ^ (n + 1) * h2 n

end

end Staggered
```

Compiling this gives:

```
Main.lean:48:59: error: Application type mismatch: The argument
  hz
has type
  stagger ψ = 0
but is expected to have type
  ψ = 0
in the application
  congrArg Prod.fst hz
```

Diagnosis. The error is in the proof that the new state is nonzero. There `Prod.ext` needs the first components of `ψ` and `0` to be equal. Lean matches this goal with the conclusion of `congrArg Prod.fst hz` before it checks `hz`, and so settles that the argument must prove `ψ = 0`. But `hz` proves `stagger ψ = 0`, hence the mismatch.

The repair first states `hf` with no expected type, so Lean reads its type off `hz`: the first components of `stagger ψ` and `0` are equal. Then `exact hf` only has to compare two equations, and they agree by definition, since `stagger` leaves the first component unchanged.

The change to `hn` wasn't needed. After reporting the mismatch, Lean puts a placeholder in place of `hz` and carries on with the proof, so the original `hn` line was checked too, and it gave no error. In that line `congrFun` doesn't pass the stated equation down to `congrArg Prod.snd hz`, so Lean already reads the two states off `hz`. The new version only makes this a separate step.

The repair, with which the file compiles:

```diff
@@ -46,7 +46,9 @@
     IsBoundState (-ea) V t (-E) (stagger ψ) := by
   obtain ⟨h0, h1, h2⟩ := (eigen_iff ea V t E ψ).1 h.eigen
-  refine ⟨fun hz => h.nonzero (Prod.ext (congrArg Prod.fst hz) (funext fun n => ?_)),
+  refine ⟨fun hz => h.nonzero (Prod.ext
+      (by have hf := congrArg Prod.fst hz; exact hf) (funext fun n => ?_)),
     by simpa [stagger] using h.summable, (eigen_iff _ _ _ _ _).2 ⟨?_, ?_, fun n => ?_⟩⟩
-  · have hn : (-1 : ℂ) ^ (n + 1) * ψ.2 n = 0 := congrFun (congrArg Prod.snd hz) n
+  · have hz' := congrFun (congrArg Prod.snd hz) n
+    have hn : (-1 : ℂ) ^ (n + 1) * ψ.2 n = 0 := hz'
     exact (mul_eq_zero.1 hn).resolve_left (pow_ne_zero _ (by norm_num))
   · simp only [stagger, Complex.ofReal_neg]
```
